# The orbital moment along z of a Hermitian d-shell matrix is set by two imaginary coherences

For a Hermitian 5 × 5 matrix ρ over real d orbitals, `moment_eq_im` states that Tr(ρ L_z), in units of ħ, equals 4 Im ρ₀₄ + 2 Im ρ₁₃. The entry ρ₀₄ is the coherence of xy with x² − y², and ρ₁₃ that of yz with xz. Only Hermiticity is assumed, neither positivity nor unit trace, so for a density matrix that is not normalised the expectation value is this number divided by Tr ρ. The proof takes from Hermiticity the relations between the real and imaginary parts of opposite entries, then splits the claim into its real and imaginary parts, expands the trace with `simp` and closes with `linarith`.

Lean 4 with Mathlib refuses this proof:

```lean
import Mathlib

open Complex (I)
open Matrix

namespace MomentEqIm

noncomputable section

/-- The real matrix of an infinitesimal rotation about the z axis. -/
def rotZ : Matrix (Fin 5) (Fin 5) ℝ :=
  !![0, 0, 0, 0, -2; 0, 0, 0, -1, 0; 0, 0, 0, 0, 0; 0, 1, 0, 0, 0; 2, 0, 0, 0, 0]

/-- The orbital moment Tr(ρ L_z) in units of ħ, where L_z is -i times the
rotation matrix. -/
def moment (ρ : Matrix (Fin 5) (Fin 5) ℂ) : ℂ :=
  (ρ * Matrix.of fun a b => -I * (rotZ a b : ℂ)).trace

/-- For a Hermitian matrix the orbital moment along z is fixed by two imaginary
coherences: xy with x² - y², and yz with xz. -/
theorem moment_eq_im {ρ : Matrix (Fin 5) (Fin 5) ℂ} (hρ : ρ.IsHermitian) :
    moment ρ = ((4 * (ρ 0 4).im + 2 * (ρ 1 3).im : ℝ) : ℂ) := by
  have r1 : (ρ 4 0).re = (ρ 0 4).re := congrArg Complex.re (hρ.apply 0 4)
  have i1 : -(ρ 4 0).im = (ρ 0 4).im := congrArg Complex.im (hρ.apply 0 4)
  have r2 : (ρ 3 1).re = (ρ 1 3).re := congrArg Complex.re (hρ.apply 1 3)
  have i2 : -(ρ 3 1).im = (ρ 1 3).im := congrArg Complex.im (hρ.apply 1 3)
  apply Complex.ext <;>
    simp [moment, Matrix.trace, Matrix.mul_apply, Fin.sum_univ_five, rotZ] <;> linarith

end

end MomentEqIm
```

Messages:

```
Main.lean:23:59: error: Application type mismatch: The argument
  IsHermitian.apply hρ 0 4
has type
  star (ρ 4 0) = ρ 0 4
but is expected to have type
  ρ 4 0 = ρ 0 4
in the application
  congrArg Complex.re (IsHermitian.apply hρ 0 4)
Main.lean:25:59: error: Application type mismatch: The argument
  IsHermitian.apply hρ 1 3
has type
  star (ρ 3 1) = ρ 1 3
but is expected to have type
  ρ 3 1 = ρ 1 3
in the application
  congrArg Complex.re (IsHermitian.apply hρ 1 3)
```

Diagnosis. Both messages report the same fault, in `r1` and in `r2`. Hermiticity gives `star (ρ 4 0) = ρ 0 4`, with a conjugate on the left. The stated goal of `r1` is `(ρ 4 0).re = (ρ 0 4).re`, and Lean matches it against the conclusion of `congrArg Complex.re` before it checks the argument. That match settles the left side as `ρ 4 0`, so an equation `ρ 4 0 = ρ 0 4` is demanded, which Hermiticity does not supply. The real parts of a number and its conjugate do agree, but the numbers themselves in general do not.

With `simpa using`, the `congrArg` term is elaborated without that goal imposed on it, and so yields `(star (ρ 4 0)).re = (ρ 0 4).re`. Simplification then removes the conjugate under the real part, which leaves the wanted equation. The change to `r2` does the same for `ρ 3 1` and `ρ 1 3`.

The change, after which it compiles:

```diff
@@ -21,7 +21,9 @@
 theorem moment_eq_im {ρ : Matrix (Fin 5) (Fin 5) ℂ} (hρ : ρ.IsHermitian) :
     moment ρ = ((4 * (ρ 0 4).im + 2 * (ρ 1 3).im : ℝ) : ℂ) := by
-  have r1 : (ρ 4 0).re = (ρ 0 4).re := congrArg Complex.re (hρ.apply 0 4)
+  have r1 : (ρ 4 0).re = (ρ 0 4).re := by
+    simpa using congrArg Complex.re (hρ.apply 0 4)
   have i1 : -(ρ 4 0).im = (ρ 0 4).im := congrArg Complex.im (hρ.apply 0 4)
-  have r2 : (ρ 3 1).re = (ρ 1 3).re := congrArg Complex.re (hρ.apply 1 3)
+  have r2 : (ρ 3 1).re = (ρ 1 3).re := by
+    simpa using congrArg Complex.re (hρ.apply 1 3)
   have i2 : -(ρ 3 1).im = (ρ 1 3).im := congrArg Complex.im (hρ.apply 1 3)
   apply Complex.ext <;>
```
